# The diamagnetic term $-4\sin^2(q/2)\,\mathrm{tr}(PT)$ in the density response of a nearest-neighbour lattice

If I compute the density response of a finite tight-binding chain with non-degenerate levels by dividing the response of $J=[H,\rho]$ by $\omega^2$, the result generally diverges as $\omega\to0$. The true density response stays finite. A diamagnetic term is missing, and I believe that for nearest-neighbour hopping $T$ and a density wave $\rho=\mathrm{diag}(e^{-iqx})$ the correct relation is

$$\omega^2\chi_\rho=\chi_J-4\sin^2(q/2)\,\mathrm{tr}(PT),$$

where $P$ is the statistical operator in the site basis. Does this hold at finite $q$, for mixed states and with an arbitrary on-site potential? I would like to see every step of the derivation, and a proof that Lean has checked.

## Yes: the missing term is the average hopping energy times $-4\sin^2(q/2)$

The relation holds for every nonreal $\omega$ on a finite lattice whose hops all change the integer position $x$ by exactly one, with any real on-site potential. The state may be mixed, but it must be stationary: $P$ commutes with $H$. For non-interacting electrons on such a lattice, it gives a consistency test for a response code: $\omega^2$ times the density response and the response of $J$, computed separately, must differ by this term. With a broadening $\eta$, the test needs the same complex frequency everywhere, so the prefactor is $(\omega_0+i\eta)^2$ and not $\omega_0^2$.

### From energy differences to the double commutator

Work first in the eigenbasis of $H$, with energies $E_m$ and real weights $p_m$, and set $\hbar=1$. Write $p$ also for the diagonal matrix of the weights. The response of an operator $A$ is

$$\chi_A(\omega)=\sum_{m,k}\frac{(p_m-p_k)\,|A_{mk}|^2}{\omega+E_m-E_k}.$$

Averages of commutators have the same structure. For any matrix $K$,

$$\mathrm{tr}(p[K,A^\dagger])=\sum_{m,k}p_m\left(K_{mk}\overline{A_{mk}}-\overline{A_{km}}K_{km}\right)=\sum_{m,k}(p_m-p_k)\,K_{mk}\overline{A_{mk}},$$

where the last step exchanges the names $m$ and $k$ in the second term.

Now let $\Delta=E_m-E_k$. Since $H$ is diagonal, $[H,A]_{mk}=\Delta A_{mk}$ and $[A,H]_{mk}=-\Delta A_{mk}$. Because $\omega$ is nonreal and $\Delta$ is real, $\omega+\Delta\neq0$, and $\omega^2-\Delta^2=(\omega+\Delta)(\omega-\Delta)$ gives

$$\frac{\omega^2}{\omega+\Delta}=\frac{\Delta^2}{\omega+\Delta}+\omega-\Delta.$$

Multiply by $(p_m-p_k)|A_{mk}|^2$ and sum over $m$ and $k$. The first term on the right becomes the response of $[H,A]$, and the other two become averages of commutators:

$$\omega^2\chi_A=\chi_{[H,A]}+\omega\,\mathrm{tr}(p[A,A^\dagger])+\mathrm{tr}(p[[A,H],A^\dagger]).$$

If $A$ is normal, $[A,A^\dagger]=0$ and the middle term vanishes.

### One factor for every hop

In the site basis, the density wave is diagonal with entries $e^{iu_a}$, where $u_a=-qx_a$. The inner commutator is $[\rho,T]_{ab}=(e^{iu_a}-e^{iu_b})T_{ab}$, so

$$[[\rho,T],\rho^\dagger]_{ab}=(e^{iu_a}-e^{iu_b})(e^{-iu_b}-e^{-iu_a})T_{ab}=-|e^{iu_a}-e^{iu_b}|^2\,T_{ab}.$$

The squared modulus is $2-2\cos(u_b-u_a)=4\sin^2\frac{u_b-u_a}{2}$. Where $T_{ab}\neq0$, the positions differ by one, so $u_b-u_a=q(x_a-x_b)=\pm q$. The sign disappears in the square, and where $T_{ab}=0$ both sides are zero. Hence

$$[[\rho,T],\rho^\dagger]=-4\sin^2(q/2)\,T.$$

Let $H=T+V$ with $V$ a real on-site potential. Both $V$ and $\rho$ are diagonal, so they commute, and $[\rho,H]=[\rho,T]$.

Let the unitary $U$ diagonalise $H$, so that $U^\dagger HU=\mathrm{diag}(E)$. In the eigenbasis, the density wave is $U^\dagger\rho U$, which is still normal. Since $UU^\dagger=1$, commutators transform in the same way as single operators. The general identity therefore leaves the extra term

$$-4\sin^2(q/2)\,\mathrm{tr}(p\,U^\dagger TU)=-4\sin^2(q/2)\,\mathrm{tr}(PT),\qquad P=UpU^\dagger,$$

by cyclicity of the trace. This is the relation you asked about.

### What `lattice_density_response` says

The finite type `n` labels both the sites and the eigenstates. `dg f` is the diagonal matrix with real entries `f`, `comm` is the commutator, and `response E p ω A` is the double sum $\chi_A(\omega)$, with `A` given in the eigenbasis. `densityWave q x` is $\rho$ in the site basis, with integer positions `x` and the lattice spacing as unit of length.

The theorem takes these hypotheses:

- `hT` says that `T` has nonzero elements only between sites whose positions differ by one. The amplitudes may be complex and may vary from bond to bond.
- `hU` and `hH` say that `U` is unitary and that it turns `T + dg v` into `dg E`. The eigenvectors are the columns of `U`. The diagonalisation is supplied as data; since `E` is real, it forces the Hamiltonian to be Hermitian.
- `hω` says that the imaginary part of $\omega$ is nonzero.

The conclusion is the lattice relation, with `U * dg p * Uᴴ` in the role of $P$. The weights are arbitrary real numbers. Probabilities describe one particle in a mixed state, while Fermi occupations describe non-interacting electrons, with $P$ as their one-body density matrix. There are no factors for charge, spin or volume.

The operator $J=[H,\rho]$ is the rate of change of the density wave up to a factor $i$, which has no effect on $|J_{mk}|^2$. By continuity it stands for the divergence of the current, and not for the current itself.

The lattice theorem leaves out several common cases. A ring of three or more sites with consecutive labels is excluded, because the closing bond joins positions that differ by more than one. Longer hops are excluded, and so are hops that leave $x$ unchanged, such as those perpendicular to the wave vector. Interactions are absent when the matrices are read as one-body operators. The eigenbasis identity `response_normal` is wider: it holds for any finite set of levels and any normal operator, so it also applies to a many-body Hamiltonian on a finite-dimensional space.

```lean
import Mathlib

open Matrix

namespace LatticeDensityResponse

noncomputable section

variable {n : Type*} [Fintype n] [DecidableEq n]

/-- The commutator of two operators. -/
def comm (A B : Matrix n n ℂ) : Matrix n n ℂ := A * B - B * A

/-- The diagonal operator with real entries `f`. -/
def dg (f : n → ℝ) : Matrix n n ℂ := diagonal fun i => (f i : ℂ)

/-- The response function of `A` for levels `E` with weights `p`. If a denominator `ω + E m - E k`
vanishes, Lean's division sets that term to zero. -/
def response (E p : n → ℝ) (ω : ℂ) (A : Matrix n n ℂ) : ℂ :=
  ∑ m, ∑ k, ((p m : ℂ) - p k) * (Complex.normSq (A m k) : ℂ) / (ω + E m - E k)

/-- The phase factor `exp(iθ)`. -/
def phase (θ : ℝ) : ℂ := Complex.exp (θ * Complex.I)

/-- The density operator `diag(exp(-iqx))` for sites at positions `x`. -/
def densityWave (q : ℝ) (x : n → ℤ) : Matrix n n ℂ :=
  diagonal fun a => phase (-(q * x a))

/-- The hopping `T` connects only sites whose positions differ by one. -/
def NearestNeighbour (x : n → ℤ) (T : Matrix n n ℂ) : Prop :=
  ∀ a b, T a b ≠ 0 → x a = x b + 1 ∨ x b = x a + 1

/-- The average of `[K, A*]` in a state with weights `p` is a sum over transitions, weighted
by the differences of the weights. -/
theorem trace_comm (p : n → ℝ) (K A : Matrix n n ℂ) :
    trace (dg p * comm K Aᴴ) =
      ∑ m, ∑ k, ((p m : ℂ) - p k) * (K m k * star (A m k)) := by
  simp only [Matrix.trace, Matrix.diag_apply, dg, Matrix.diagonal_mul]
  simp only [comm, Matrix.sub_apply, Matrix.mul_apply, Matrix.conjTranspose_apply,
    mul_sub, sub_mul, Finset.mul_sum, Finset.sum_sub_distrib]
  congr 1
  rw [Finset.sum_comm]
  exact Finset.sum_congr rfl fun _ _ => Finset.sum_congr rfl fun _ _ => by ring

/-- For any operator `A` and nonreal `ω`, `ω²` times the response of `A` is the response of
`[H, A]` plus `ω` times the average of `[A, A*]` plus the average of `[[A, H], A*]`. -/
theorem response_general (E p : n → ℝ) (A : Matrix n n ℂ) {ω : ℂ} (hω : ω.im ≠ 0) :
    ω ^ 2 * response E p ω A = response E p ω (comm (dg E) A)
      + ω * trace (dg p * comm A Aᴴ) + trace (dg p * comm (comm A (dg E)) Aᴴ) := by
  rw [trace_comm, trace_comm]
  simp only [response, Finset.mul_sum, ← Finset.sum_add_distrib]
  refine Finset.sum_congr rfl fun m _ => Finset.sum_congr rfl fun k _ => ?_
  have hd : ω + E m - E k ≠ 0 := by
    intro h
    apply hω
    have := congrArg Complex.im h
    simpa using this
  have h1 : A m k * star (A m k) = (Complex.normSq (A m k) : ℂ) := Complex.mul_conj _
  have hJ : comm (dg E) A m k = ((E m : ℂ) - E k) * A m k := by
    simp only [comm, dg, Matrix.sub_apply, Matrix.diagonal_mul, Matrix.mul_diagonal]
    ring
  have hK : comm A (dg E) m k = -((E m : ℂ) - E k) * A m k := by
    simp only [comm, dg, Matrix.sub_apply, Matrix.diagonal_mul, Matrix.mul_diagonal]
    ring
  have h2 : (Complex.normSq (comm (dg E) A m k) : ℂ)
      = ((E m : ℂ) - E k) ^ 2 * (Complex.normSq (A m k) : ℂ) := by
    rw [hJ, Complex.normSq_mul, ← Complex.ofReal_sub, Complex.normSq_ofReal]
    push_cast
    ring
  rw [h2, hK, mul_assoc (-((E m : ℂ) - E k)), h1]
  -- the denominator divides ω² - (E m - E k)²
  linear_combination ((p m : ℂ) - p k) * (Complex.normSq (A m k) : ℂ)
    * (ω - (E m - E k)) * mul_inv_cancel₀ hd

/-- For a normal operator `A` and nonreal `ω`, `ω²` times the response of `A` is the response
of `[H, A]` plus the average of the double commutator `[[A, H], A*]`. -/
theorem response_normal (E p : n → ℝ) (A : Matrix n n ℂ) (hA : comm A Aᴴ = 0)
    {ω : ℂ} (hω : ω.im ≠ 0) :
    ω ^ 2 * response E p ω A = response E p ω (comm (dg E) A)
      + trace (dg p * comm (comm A (dg E)) Aᴴ) := by
  rw [response_general E p A hω, hA, Matrix.mul_zero, Matrix.trace_zero, mul_zero, add_zero]

/-- The double commutator with the phase operator multiplies a hopping amplitude `t` between
sites with phases `u` and `v` by `-4 sin²((v - u)/2)`. -/
theorem phase_double_comm (u v : ℝ) (t : ℂ) :
    (phase u * t - t * phase v) * star (phase v)
      - star (phase u) * (phase u * t - t * phase v)
      = -4 * ((Real.sin ((v - u) / 2) : ℝ) : ℂ) ^ 2 * t := by
  have he : ∀ w : ℝ, phase w = Complex.cos w + Complex.sin w * Complex.I :=
    fun w => Complex.exp_mul_I _
  have hs : ∀ w : ℝ, star (phase w) = Complex.cos w - Complex.sin w * Complex.I := by
    intro w
    rw [he, ← Complex.ofReal_cos, ← Complex.ofReal_sin, Complex.star_def]
    simp only [map_add, map_mul, Complex.conj_ofReal, Complex.conj_I]
    ring
  -- half-angle formula for the phase difference
  have h1 := Complex.cos_sub (v : ℂ) u
  have h2 := Complex.cos_two_mul (((v : ℂ) - u) / 2)
  have h3 := Complex.sin_sq_add_cos_sq (((v : ℂ) - u) / 2)
  rw [show 2 * (((v : ℂ) - u) / 2) = v - u by ring] at h2
  rw [hs, hs, he, he]
  push_cast
  linear_combination t * (4 * h3 + 2 * h2 - 2 * h1 - Complex.sin_sq_add_cos_sq (u : ℂ)
    - Complex.sin_sq_add_cos_sq (v : ℂ)
    + (Complex.sin u - Complex.sin v) ^ 2 * Complex.I_sq)

/-- For nearest-neighbour hopping `T` and density wave `ρ`, the double commutator
`[[ρ, T], ρ*]` is `-4 sin²(q/2) T`. -/
theorem hopping_double_comm (q : ℝ) {x : n → ℤ} {T : Matrix n n ℂ}
    (hT : NearestNeighbour x T) :
    comm (comm (densityWave q x) T) (densityWave q x)ᴴ
      = (-4 * ((Real.sin (q / 2) : ℝ) : ℂ) ^ 2) • T := by
  ext a b
  have h := phase_double_comm (-(q * x a)) (-(q * x b)) (T a b)
  simp only [comm, densityWave, Matrix.diagonal_conjTranspose, Matrix.sub_apply,
    Matrix.mul_diagonal, Matrix.diagonal_mul, Pi.star_apply, Matrix.smul_apply, smul_eq_mul]
  refine h.trans ?_
  by_cases h0 : T a b = 0
  · rw [h0, mul_zero, mul_zero]
  rcases hT a b h0 with hj | hj
  · have hc : (x a : ℝ) = x b + 1 := by exact_mod_cast hj
    rw [show (-(q * x b) - -(q * x a)) / 2 = q / 2 by rw [hc]; ring]
  · have hc : (x b : ℝ) = x a + 1 := by exact_mod_cast hj
    rw [show (-(q * x b) - -(q * x a)) / 2 = -(q / 2) by rw [hc]; ring,
      Real.sin_neg, Complex.ofReal_neg, neg_sq]

/-- A unitary change of basis carries commutators to commutators. -/
theorem comm_basis {U : Matrix n n ℂ} (hU : U ∈ unitaryGroup n ℂ) (X Y : Matrix n n ℂ) :
    comm (Uᴴ * X * U) (Uᴴ * Y * U) = Uᴴ * comm X Y * U := by
  have h2 : U * Uᴴ = 1 := mem_unitaryGroup_iff.mp hU
  have hm : ∀ X Y : Matrix n n ℂ, (Uᴴ * X * U) * (Uᴴ * Y * U) = Uᴴ * (X * Y) * U := by
    intro X Y
    calc (Uᴴ * X * U) * (Uᴴ * Y * U) = Uᴴ * X * (U * Uᴴ) * Y * U := by
          simp only [mul_assoc]
      _ = Uᴴ * (X * Y) * U := by rw [h2, mul_one, mul_assoc Uᴴ X Y]
  rw [comm, hm, hm, comm, mul_sub, sub_mul]

/-- Let a unitary `U` diagonalise `H`, the sum of nearest-neighbour hopping `T` and a real on-site
potential, with real levels `E`, and let the state have weights `p` on these levels. For nonreal
`ω`, `ω²` times the density response is the response of `[H, ρ]` minus `4 sin²(q/2)` times the
average of `T`. -/
theorem lattice_density_response (q : ℝ) {x : n → ℤ} {T U : Matrix n n ℂ}
    (hT : NearestNeighbour x T) (hU : U ∈ unitaryGroup n ℂ) {v E : n → ℝ}
    (hH : dg E = Uᴴ * (T + dg v) * U) (p : n → ℝ) {ω : ℂ} (hω : ω.im ≠ 0) :
    ω ^ 2 * response E p ω (Uᴴ * densityWave q x * U)
      = response E p ω (Uᴴ * comm (T + dg v) (densityWave q x) * U)
        - 4 * ((Real.sin (q / 2) : ℝ) : ℂ) ^ 2 * trace (U * dg p * Uᴴ * T) := by
  have hA : (Uᴴ * densityWave q x * U)ᴴ = Uᴴ * (densityWave q x)ᴴ * U := by
    simp only [Matrix.conjTranspose_mul, Matrix.conjTranspose_conjTranspose, mul_assoc]
  have h0 : comm (densityWave q x) (densityWave q x)ᴴ = 0 := by
    rw [comm, sub_eq_zero]
    simp only [densityWave, Matrix.diagonal_conjTranspose, Matrix.diagonal_mul_diagonal,
      mul_comm]
  -- the on-site potential commutes with the density
  have hv : densityWave q x * dg v = dg v * densityWave q x := by
    simp only [densityWave, dg, Matrix.diagonal_mul_diagonal, mul_comm]
  have hc : comm (densityWave q x) (T + dg v) = comm (densityWave q x) T := by
    simp only [comm, mul_add, add_mul, hv]
    abel
  have h := response_normal E p (Uᴴ * densityWave q x * U)
    (by rw [hA, comm_basis hU, h0, mul_zero, zero_mul]) hω
  have ht : trace (dg p * (Uᴴ * T * U)) = trace (U * dg p * Uᴴ * T) := by
    rw [← mul_assoc, Matrix.trace_mul_comm]
    simp only [mul_assoc]
  rw [hA, hH, comm_basis hU, comm_basis hU, comm_basis hU, hc, hopping_double_comm q hT,
    Matrix.mul_smul, Matrix.smul_mul, Matrix.mul_smul, Matrix.trace_smul, smul_eq_mul, ht] at h
  linear_combination h

/-- A two-site chain with hopping `-12` and on-site energies `16` and `9` has levels `0` and
`25`, and meets the hypotheses on the hopping, the basis and the Hamiltonian. -/
theorem lattice_density_response_witness :
    NearestNeighbour ![0, 1] !![0, -12; -12, 0] ∧
    (!![3/5, -4/5; 4/5, 3/5] : Matrix (Fin 2) (Fin 2) ℂ) ∈ unitaryGroup (Fin 2) ℂ ∧
    dg ![0, 25] = (!![3/5, -4/5; 4/5, 3/5] : Matrix (Fin 2) (Fin 2) ℂ)ᴴ
      * (!![0, -12; -12, 0] + dg ![16, 9]) * !![3/5, -4/5; 4/5, 3/5] := by
  have h3 : (starRingEnd ℂ) 3 = 3 := Complex.ext (by simp) (by simp)
  have h4 : (starRingEnd ℂ) 4 = 4 := Complex.ext (by simp) (by simp)
  have h5 : (starRingEnd ℂ) 5 = 5 := Complex.ext (by simp) (by simp)
  refine ⟨?_, ?_, ?_⟩
  · intro a b h
    fin_cases a <;> fin_cases b <;> simp_all
  · rw [mem_unitaryGroup_iff]
    ext i j
    fin_cases i <;> fin_cases j <;>
      simp [Matrix.mul_apply, Fin.sum_univ_succ, Matrix.star_apply, h3, h4, h5] <;> norm_num
  · ext i j
    fin_cases i <;> fin_cases j <;>
      simp [dg, Matrix.mul_apply, Fin.sum_univ_succ, Matrix.diagonal_apply, h3, h4, h5] <;>
      norm_num

end

end LatticeDensityResponse
```

```lean
#print axioms LatticeDensityResponse.lattice_density_response
```

```
'LatticeDensityResponse.lattice_density_response' depends on axioms: [propext, Classical.choice, Quot.sound]
```

### From single matrix elements to the lattice identity

`trace_comm` is the formula for the average of a commutator. It expands the trace into sums, and `Finset.sum_comm` performs the exchange of $m$ and $k$.

`response_general` uses that formula for both commutator averages, which reduces the claim to one pair `m`, `k`. There, `hd` shows that the denominator is nonzero by comparing imaginary parts. `hJ` and `hK` are the matrix elements of the two commutators with $H$, and `h2` is the squared modulus of the first. The closing `linear_combination` is the division of $\omega^2-\Delta^2$ by $\omega+\Delta$, multiplied by the weight difference and $|A_{mk}|^2$. `response_normal` then removes the middle term.

`phase_double_comm` treats one hopping amplitude between sites with phases `u` and `v`. It writes the exponentials as cosines and sines, then combines the addition formula for $\cos(v-u)$ with the half-angle formula. `hopping_double_comm` applies this to each matrix element. It separates the case `T a b = 0` from the two directions of a hop, and the direction with half-angle $-q/2$ is settled because the sine is squared.

`comm_basis` replaces the product $UU^\dagger$ between transformed factors by 1, which moves commutators from one basis to the other. In `lattice_density_response`, `h0` states that the density wave is normal, `hv` and `hc` remove the on-site potential from the double commutator, and `ht` is the cyclic step that produces $\mathrm{tr}(PT)$. The proof applies `response_normal` to the transformed density wave and rewrites the result with these facts.

Finally, `lattice_density_response_witness` gives a concrete two-site chain with hopping $-12$, on-site energies $16$ and $9$, and levels $0$ and $25$. It verifies `hT`, `hU` and `hH` entry by entry, so the theorem applies to this chain for any weights, any $q$ and any nonreal $\omega$.
